# For a finite real Hamiltonian with nonpositive off-diagonal elements between configurations of labelled particles, the fermionic ground energy is never below the bosonic one

Identical particles hop on a finite lattice, and the same Hamiltonian acts on symmetric and on antisymmetric wavefunctions of the labelled particles. Can the fermions have the lower ground-state energy if every matrix element between two different configurations of the labelled particles is zero or negative?

```lean
import Mathlib

open Matrix

namespace BosonicLowerBound

noncomputable section

variable {G X : Type*} [Group G] [Fintype X] [MulAction G X]

/-- A wavefunction lies in the sector of the sign character `χ` if moving the configuration
by `g` multiplies the amplitude by `χ g`; the trivial character gives the bosonic sector. -/
def InSector (χ : G →* ℤˣ) (ψ : X → ℝ) : Prop :=
  ∀ g x, ψ (g • x) = ((χ g : ℤ) : ℝ) * ψ x

/-- The quadratic form `ψ · H ψ`, the energy expectation value of a normalized real state. -/
def energy (H : Matrix X X ℝ) (ψ : X → ℝ) : ℝ := ψ ⬝ᵥ (H *ᵥ ψ)

/-- The infimum of the energy over normalized states of the `χ`-sector, for a sector that
contains a nonzero state. -/
def groundEnergy (H : Matrix X X ℝ) (χ : G →* ℤˣ) : ℝ :=
  sInf (energy H '' {ψ | InSector χ ψ ∧ ψ ⬝ᵥ ψ = 1})

/-- A nonzero real wavefunction has positive squared norm. -/
theorem normSq_pos {ψ : X → ℝ} (h : ψ ≠ 0) : 0 < ψ ⬝ᵥ ψ := by
  obtain ⟨x, hx⟩ := Function.ne_iff.mp h
  exact Finset.sum_pos' (fun i _ => mul_self_nonneg (ψ i))
    ⟨x, Finset.mem_univ x, mul_self_pos.2 hx⟩

/-- In a sector with a nonzero state, the ground energy is attained by a normalized state. -/
theorem groundEnergy_isLeast (H : Matrix X X ℝ) {χ : G →* ℤˣ}
    (hχ : ∃ ψ : X → ℝ, ψ ≠ 0 ∧ InSector χ ψ) :
    IsLeast (energy H '' {ψ | InSector χ ψ ∧ ψ ⬝ᵥ ψ = 1}) (groundEnergy H χ) := by
  have hclosed : IsClosed {ψ : X → ℝ | InSector χ ψ ∧ ψ ⬝ᵥ ψ = 1} := by
    apply IsClosed.and
    · simp only [InSector, Set.ofPred_forall]
      exact isClosed_iInter fun g => isClosed_iInter fun x =>
        isClosed_eq (by fun_prop) (by fun_prop)
    · simp only [dotProduct]
      exact isClosed_eq (by fun_prop) (by fun_prop)
  -- normalized states have amplitudes between -1 and 1
  have hcompact : IsCompact {ψ : X → ℝ | InSector χ ψ ∧ ψ ⬝ᵥ ψ = 1} := by
    refine (isCompact_univ_pi fun _ : X => isCompact_Icc (a := (-1 : ℝ)) (b := 1)).of_isClosed_subset
      hclosed ?_
    rintro ψ ⟨-, hn⟩ x -
    have h : ψ x * ψ x ≤ ψ ⬝ᵥ ψ :=
      Finset.single_le_sum (f := fun i => ψ i * ψ i) (fun i _ => mul_self_nonneg (ψ i))
        (Finset.mem_univ x)
    rw [hn] at h
    constructor <;> nlinarith
  have hcont : Continuous (energy H) := by
    unfold energy
    simp only [dotProduct, Matrix.mulVec]
    fun_prop
  refine (hcompact.image hcont).isLeast_sInf (Set.Nonempty.image _ ?_)
  obtain ⟨ψ, h0, hψ⟩ := hχ
  have hs := normSq_pos h0
  refine ⟨(√(ψ ⬝ᵥ ψ))⁻¹ • ψ, fun g x => ?_, ?_⟩
  · simp only [Pi.smul_apply, smul_eq_mul]
    rw [hψ g x]
    ring
  · rw [smul_dotProduct, dotProduct_smul, smul_eq_mul, smul_eq_mul, ← mul_assoc, ← mul_inv,
      Real.mul_self_sqrt hs.le, inv_mul_cancel₀ hs.ne']

/-- Variational principle in a sector: the energy of any sector state is at least the ground
energy times its squared norm. -/
theorem groundEnergy_mul_le (H : Matrix X X ℝ) {χ : G →* ℤˣ} {η : X → ℝ}
    (hη : InSector χ η) : groundEnergy H χ * (η ⬝ᵥ η) ≤ energy H η := by
  by_cases h0 : η = 0
  · simp [h0, energy]
  have hs := normSq_pos h0
  obtain ⟨c, hc⟩ : ∃ c : ℝ, c * c * (η ⬝ᵥ η) = 1 :=
    ⟨(√(η ⬝ᵥ η))⁻¹, by rw [← mul_inv, Real.mul_self_sqrt hs.le, inv_mul_cancel₀ hs.ne']⟩
  have h := (groundEnergy_isLeast H ⟨η, h0, hη⟩).2 ⟨c • η, ⟨fun g x => by
    simp only [Pi.smul_apply, smul_eq_mul]
    rw [hη g x]
    ring, by
    rw [smul_dotProduct, dotProduct_smul, smul_eq_mul, smul_eq_mul, ← mul_assoc, hc]⟩, rfl⟩
  have e : energy H (c • η) = c * c * energy H η := by
    simp only [energy, Matrix.mulVec_smul, smul_dotProduct, dotProduct_smul, smul_eq_mul]
    ring
  rw [e] at h
  have h' := mul_le_mul_of_nonneg_right h hs.le
  have e' : c * c * energy H η * (η ⬝ᵥ η) = energy H η := by
    linear_combination energy H η * hc
  linarith

/-- A Hamiltonian invariant under the group maps every symmetry sector into itself. -/
theorem mulVec_inSector {H : Matrix X X ℝ} (hG : ∀ (g : G) x y, H (g • x) (g • y) = H x y)
    {χ : G →* ℤˣ} {φ : X → ℝ} (hφ : InSector χ φ) : InSector χ (H *ᵥ φ) := by
  intro g x
  simp only [Matrix.mulVec, dotProduct]
  rw [← Equiv.sum_comp (MulAction.toPerm g), Finset.mul_sum]
  refine Finset.sum_congr rfl fun y _ => ?_
  rw [MulAction.toPerm_apply, hG, hφ g y]
  ring

/-- For a symmetric, group-invariant Hamiltonian, a normalized sector state that attains the
ground energy of its sector solves the eigenvalue equation with that energy. -/
theorem eigen_of_minimal {H : Matrix X X ℝ} (hS : H.IsSymm)
    (hG : ∀ (g : G) x y, H (g • x) (g • y) = H x y) {χ : G →* ℤˣ} {φ : X → ℝ}
    (hφ : InSector χ φ) (hn : φ ⬝ᵥ φ = 1) (hE : energy H φ = groundEnergy H χ) :
    H *ᵥ φ = groundEnergy H χ • φ := by
  -- the residual r is itself an allowed variation
  obtain ⟨r, hr⟩ : ∃ r, r = H *ᵥ φ - groundEnergy H χ • φ := ⟨_, rfl⟩
  have hrs : InSector χ r := by
    intro g x
    simp only [hr, Pi.sub_apply, Pi.smul_apply, smul_eq_mul]
    rw [mulVec_inSector hG hφ g x, hφ g x]
    ring
  have hrr : r ⬝ᵥ r = r ⬝ᵥ (H *ᵥ φ) - groundEnergy H χ * (r ⬝ᵥ φ) := by
    calc r ⬝ᵥ r = r ⬝ᵥ (H *ᵥ φ - groundEnergy H χ • φ) := by rw [← hr]
      _ = _ := by rw [dotProduct_sub, dotProduct_smul, smul_eq_mul]
  have hsym : φ ⬝ᵥ (H *ᵥ r) = r ⬝ᵥ (H *ᵥ φ) := by
    rw [Matrix.dotProduct_mulVec, ← Matrix.mulVec_transpose, hS.eq, dotProduct_comm]
  have hquad : ∀ t : ℝ, 0 ≤ (energy H r - groundEnergy H χ * (r ⬝ᵥ r)) * (t * t)
      + (2 * (r ⬝ᵥ r)) * t + 0 := by
    intro t
    have hsec : InSector χ (φ + t • r) := by
      intro g x
      simp only [Pi.add_apply, Pi.smul_apply, smul_eq_mul]
      rw [hφ g x, hrs g x]
      ring
    have h := groundEnergy_mul_le H hsec
    have e1 : energy H (φ + t • r)
        = energy H φ + 2 * t * (r ⬝ᵥ (H *ᵥ φ)) + t * t * energy H r := by
      simp only [energy, Matrix.mulVec_add, Matrix.mulVec_smul, add_dotProduct, dotProduct_add,
        smul_dotProduct, dotProduct_smul, smul_eq_mul, hsym]
      ring
    have e2 : (φ + t • r) ⬝ᵥ (φ + t • r) = φ ⬝ᵥ φ + 2 * t * (r ⬝ᵥ φ) + t * t * (r ⬝ᵥ r) := by
      simp only [add_dotProduct, dotProduct_add, smul_dotProduct, dotProduct_smul, smul_eq_mul,
        dotProduct_comm φ r]
      ring
    rw [e1, e2, hn, hE] at h
    have h2 : t * (r ⬝ᵥ r) = t * (r ⬝ᵥ (H *ᵥ φ) - groundEnergy H χ * (r ⬝ᵥ φ)) := by rw [hrr]
    nlinarith [h, h2]
  have hd := discrim_le_zero hquad
  simp only [discrim] at hd
  have hr0 : r = 0 := by
    by_contra h
    nlinarith [mul_pos (normSq_pos h) (normSq_pos h)]
  exact sub_eq_zero.1 (hr.symm.trans hr0)

omit [Fintype X] in
/-- With nonpositive off-diagonal elements, replacing amplitudes by their moduli does not
raise any single contribution to the energy. -/
theorem abs_term {H : Matrix X X ℝ} (hoff : ∀ x y, x ≠ y → H x y ≤ 0) (ψ : X → ℝ) (x y : X) :
    |ψ x| * (H x y * |ψ y|) ≤ ψ x * (H x y * ψ y) := by
  by_cases h : x = y
  · subst h
    have e := abs_mul_abs_self (ψ x)
    exact le_of_eq (by linear_combination H x x * e)
  · have h1 := le_abs_self (ψ x * ψ y)
    rw [abs_mul] at h1
    nlinarith [mul_nonneg (neg_nonneg.2 (hoff x y h)) (sub_nonneg.2 h1)]

/-- With nonpositive off-diagonal elements, the modulus of a `χ`-sector state is a bosonic
state of the same norm and of no higher energy. -/
theorem abs_trial {H : Matrix X X ℝ} (hoff : ∀ x y, x ≠ y → H x y ≤ 0) {χ : G →* ℤˣ}
    {ψ : X → ℝ} (hψ : InSector χ ψ) :
    InSector (1 : G →* ℤˣ) (fun x => |ψ x|) ∧
      (fun x => |ψ x|) ⬝ᵥ (fun x => |ψ x|) = ψ ⬝ᵥ ψ ∧
      energy H (fun x => |ψ x|) ≤ energy H ψ := by
  refine ⟨fun g x => ?_, ?_, ?_⟩
  · show |ψ (g • x)| = _
    rw [hψ g x]
    rcases Int.units_eq_one_or (χ g) with h | h <;> simp [h]
  · simp only [dotProduct, abs_mul_abs_self]
  · simp only [energy, dotProduct, Matrix.mulVec, Finset.mul_sum]
    exact Finset.sum_le_sum fun x _ => Finset.sum_le_sum fun y _ => abs_term hoff ψ x y

/-- Bosonic lower bound: if the off-diagonal elements are nonpositive and the `χ`-sector has a
nonzero state, the bosonic ground energy is at most that of the `χ`-sector. -/
theorem bosonic_lower_bound {H : Matrix X X ℝ} (hoff : ∀ x y, x ≠ y → H x y ≤ 0)
    {χ : G →* ℤˣ} (hχ : ∃ ψ : X → ℝ, ψ ≠ 0 ∧ InSector χ ψ) :
    groundEnergy H (1 : G →* ℤˣ) ≤ groundEnergy H χ := by
  obtain ⟨ψ, ⟨hψ, hn⟩, hE⟩ := (groundEnergy_isLeast H hχ).1
  obtain ⟨h1, h2, h3⟩ := abs_trial hoff hψ
  have h := groundEnergy_mul_le H h1
  rw [h2, hn, mul_one] at h
  exact h.trans (h3.trans hE.le)

/-- The bound is strict for a nontrivial character with a nonzero sector, if the Hamiltonian is
symmetric, group-invariant, has nonpositive off-diagonal elements and connects all
configurations through nonzero matrix elements. -/
theorem bosonic_lower_bound_strict {H : Matrix X X ℝ} (hS : H.IsSymm)
    (hG : ∀ (g : G) x y, H (g • x) (g • y) = H x y) (hoff : ∀ x y, x ≠ y → H x y ≤ 0)
    (hconn : ∀ x y, Relation.ReflTransGen (fun a b => H a b ≠ 0) x y)
    {χ : G →* ℤˣ} (hχ : ∃ ψ : X → ℝ, ψ ≠ 0 ∧ InSector χ ψ) (hne : χ ≠ 1) :
    groundEnergy H (1 : G →* ℤˣ) < groundEnergy H χ := by
  refine lt_of_le_of_ne (bosonic_lower_bound hoff hχ) fun heq => hne ?_
  obtain ⟨ψ, ⟨hψ, hn⟩, hE⟩ := (groundEnergy_isLeast H hχ).1
  obtain ⟨h1, h2, h3⟩ := abs_trial hoff hψ
  have h4 := groundEnergy_mul_le H h1
  rw [h2, hn, mul_one] at h4
  have h5 : energy H (fun x => |ψ x|) = energy H ψ :=
    le_antisymm h3 (by rw [hE, ← heq]; exact h4)
  -- equal energies make the modulus a bosonic eigenstate
  have h6 := eigen_of_minimal hS hG h1 (h2.trans hn) (h5.trans (hE.trans heq.symm))
  have h5' : ∑ x, ∑ y, |ψ x| * (H x y * |ψ y|) = ∑ x, ∑ y, ψ x * (H x y * ψ y) := by
    simpa only [energy, dotProduct, Matrix.mulVec, Finset.mul_sum] using h5
  have h7 : ∀ a b, |ψ a| * (H a b * |ψ b|) = ψ a * (H a b * ψ b) := by
    intro a b
    have ha := (Finset.sum_eq_sum_iff_of_le fun x _ =>
      Finset.sum_le_sum fun y _ => abs_term hoff ψ x y).1 h5' a (Finset.mem_univ a)
    exact (Finset.sum_eq_sum_iff_of_le fun y _ => abs_term hoff ψ a y).1 ha b
      (Finset.mem_univ b)
  -- connected configurations carry nonzero amplitudes of equal sign
  have step : ∀ a b, ψ a ≠ 0 → H a b ≠ 0 → 0 < ψ a * ψ b := by
    intro a b ha hab
    have hb : ψ b ≠ 0 := by
      intro hb
      have h8 : ∑ y, H b y * |ψ y| = 0 := by
        have h := congrFun h6 b
        simpa [Matrix.mulVec, dotProduct, hb] using h
      have hnp : ∀ y ∈ Finset.univ, H b y * |ψ y| ≤ 0 := by
        intro y _
        by_cases hy : b = y
        · rw [← hy, hb, abs_zero, mul_zero]
        · exact mul_nonpos_of_nonpos_of_nonneg (hoff b y hy) (abs_nonneg _)
      have h9 := (Finset.sum_eq_zero_iff_of_nonpos hnp).1 h8 a (Finset.mem_univ a)
      rcases mul_eq_zero.1 h9 with h | h
      · exact hab ((hS.apply a b).symm.trans h)
      · exact ha (abs_eq_zero.1 h)
    have h10 : ψ a * ψ b = |ψ a| * |ψ b| :=
      mul_left_cancel₀ hab (by linear_combination -(h7 a b))
    rw [h10]
    exact mul_pos (abs_pos.2 ha) (abs_pos.2 hb)
  obtain ⟨x, hx⟩ : ∃ x, ψ x ≠ 0 := by
    by_contra! h
    simp [dotProduct, h] at hn
  have all : ∀ y, 0 < ψ x * ψ y := by
    intro y
    have h := hconn x y
    induction h with
    | refl => exact mul_self_pos.2 hx
    | @tail b c _ hbc ih =>
      have hb : ψ b ≠ 0 := right_ne_zero_of_mul ih.ne'
      have h := mul_pos ih (step b c hb hbc)
      have e : ψ x * ψ b * (ψ b * ψ c) = (ψ b * ψ b) * (ψ x * ψ c) := by ring
      rw [e] at h
      exact (mul_pos_iff_of_pos_left (mul_self_pos.2 hb)).1 h
  -- a state of one sign cannot change sign under the group
  refine MonoidHom.ext fun g => ?_
  rcases Int.units_eq_one_or (χ g) with h | h
  · simpa using h
  · have e : ψ (g • x) = -ψ x := by
      rw [hψ g x, h]
      simp
    have hp := all (g • x)
    rw [e] at hp
    nlinarith [mul_self_nonneg (ψ x)]

/-- Two configurations, labelled by the signs `1` and `-1`, joined by a hopping element `+1`. -/
def positiveHopping : Matrix ℤˣ ℤˣ ℝ := Matrix.of fun x y => if x = y then 0 else 1

/-- For positive hopping between two configurations exchanged by the group of signs, the odd
sector has a strictly lower ground energy than the bosonic sector. -/
theorem positiveHopping_violates :
    groundEnergy positiveHopping (MonoidHom.id ℤˣ)
      < groundEnergy positiveHopping (1 : ℤˣ →* ℤˣ) := by
  have hd : (1 : ℤˣ) ≠ -1 := by decide
  have hs : ∀ f : ℤˣ → ℝ, ∑ x, f x = f 1 + f (-1) := by
    intro f
    have hu : (Finset.univ : Finset ℤˣ) = {1, -1} := by decide
    rw [hu, Finset.sum_pair hd]
  have he : ∀ ψ : ℤˣ → ℝ, energy positiveHopping ψ = 2 * (ψ 1 * ψ (-1)) := by
    intro ψ
    simp only [energy, dotProduct, Matrix.mulVec, hs, positiveHopping, Matrix.of_apply, hd,
      hd.symm, ↓reduceIte]
    ring
  -- the odd vector (1, -1) has energy -2 and squared norm 2
  have hodd : InSector (MonoidHom.id ℤˣ) (fun x : ℤˣ => ((x : ℤ) : ℝ)) := by
    intro g x
    show (((g * x : ℤˣ) : ℤ) : ℝ) = ((g : ℤ) : ℝ) * ((x : ℤ) : ℝ)
    rw [Units.val_mul, Int.cast_mul]
  have h1 := groundEnergy_mul_le positiveHopping hodd
  rw [he] at h1
  simp only [dotProduct, hs, Units.val_one, Units.val_neg, Int.cast_one, Int.cast_neg] at h1
  -- every normalized even state has energy 1
  have heven : InSector (1 : ℤˣ →* ℤˣ) (fun _ : ℤˣ => (1 : ℝ)) := by
    intro g x
    simp
  obtain ⟨ψ, ⟨hψ, hn⟩, hE⟩ := (groundEnergy_isLeast positiveHopping
    ⟨_, fun h => one_ne_zero (congrFun h (1 : ℤˣ)), heven⟩).1
  have h2 : ∀ g x : ℤˣ, ψ (g * x) = (((1 : ℤˣ →* ℤˣ) g : ℤ) : ℝ) * ψ x :=
    fun g x => hψ g x
  have h3 : ψ (-1) = ψ 1 := by simpa using h2 (-1) 1
  rw [he, h3] at hE
  simp only [dotProduct, hs, h3] at hn
  linarith

end

end BosonicLowerBound
```

```lean
#print axioms BosonicLowerBound.bosonic_lower_bound
#print axioms BosonicLowerBound.bosonic_lower_bound_strict
#print axioms BosonicLowerBound.positiveHopping_violates
```

```
'BosonicLowerBound.bosonic_lower_bound' depends on axioms: [propext, Classical.choice, Quot.sound]
'BosonicLowerBound.bosonic_lower_bound_strict' depends on axioms: [propext, Classical.choice, Quot.sound]
'BosonicLowerBound.positiveHopping_violates' depends on axioms: [propext, Classical.choice, Quot.sound]
```

## Sectors, energies and the sign of the hopping

`X` is the finite set of configurations, and the group `G` moves them. For \(N\) identical particles, a configuration lists the site of each labelled particle, and \(G\) is the permutation group. A character `χ : G →* ℤˣ` assigns a sign to each \(g\). The condition `InSector χ ψ` reads
\[
\psi(gx)=\chi(g)\,\psi(x).
\]
The trivial character `1` gives bosons, and the sign of the permutation gives fermions.

Amplitudes are real. `energy H ψ` is \(\psi\cdot H\psi=\sum_{x,y}\psi(x)H_{xy}\psi(y)\), and `groundEnergy H χ`, written \(E_\chi\) below, is its infimum over sector vectors with \(\psi\cdot\psi=1\). The bosonic value is \(E_1\).

The theorem `bosonic_lower_bound` states that \(E_1\le E_\chi\) under two hypotheses:

- `hoff`: \(H_{xy}\le 0\) for \(x\ne y\). Physically, hopping has amplitude \(-t\) with \(t\ge 0\) in the configuration basis. The diagonal is free, so any interaction that depends only on positions is allowed.
- `hχ`: the sector contains a nonzero vector. This excludes, for example, two spinless fermions on one site, where the infimum would run over an empty set.

Neither symmetry nor invariance of \(H\) is needed here, because the statement compares expectation values. When \(H\) is symmetric and \(G\)-invariant, `eigen_of_minimal` shows that a minimizer is an eigenvector, so \(E_\chi\) is the lowest energy level of the sector.

`bosonic_lower_bound_strict` gives \(E_1<E_\chi\) for nontrivial \(\chi\). It further assumes symmetry, invariance, and `hconn`: any two configurations are linked by a chain of nonzero matrix elements.

Consider a path integral over the labelled configurations in `X`, for a symmetric, permutation-invariant \(H\) that satisfies `hoff`. If every permutation is weighted by \(+1\) instead of by its fermionic sign, the energy tends to \(E_1\) in the limit of long imaginary time. By `bosonic_lower_bound`, this value is a lower bound on the fermionic ground energy. The theorems treat neither continuous space nor symmetry sectors that belong to higher-dimensional representations.

## Taking the modulus gives a bosonic trial state

The normalized vectors of a sector form a closed and bounded set in a finite-dimensional space, and the energy is continuous. For the \(\chi\)-sector this set is nonempty by `hχ`. A minimizer \(\psi\) therefore exists there (`groundEnergy_isLeast`). Its modulus has three properties, collected in `abs_trial`:

1. It is bosonic, since \(|\psi(gx)|=|\chi(g)\psi(x)|=|\psi(x)|\).
2. It has the same norm, since \(|\psi(x)|^2=\psi(x)^2\).
3. Its energy is no higher. Diagonal terms are unchanged. For \(x\neq y\), multiplying \(|\psi(x)||\psi(y)|\ge\psi(x)\psi(y)\) by \(H_{xy}\le0\) reverses the inequality:
\[
|\psi(x)|H_{xy}|\psi(y)|\le\psi(x)H_{xy}\psi(y).
\]

The third property is `abs_term`, summed over both indices. The variational principle `groundEnergy_mul_le` then gives
\[
E_1\le |\psi|\cdot H|\psi|\le\psi\cdot H\psi=E_\chi .
\]

## Why equality would force a trivial character

Suppose \(E_1=E_\chi\). Then both inequalities above are equalities, and \(\varphi=|\psi|\) is a normalized bosonic minimizer.

**The minimizer is an eigenvector.** Let \(r=H\varphi-E_1\varphi\). By invariance of \(H\) (`mulVec_inSector`), \(r\) is also bosonic, so \(\varphi+tr\) is an allowed trial vector for every real \(t\). Using the symmetry of \(H\), the variational principle becomes
\[
0\le 2t\,(r\cdot r)+t^2\,(r\cdot Hr-E_1\,r\cdot r).
\]
If \(r\ne0\), a small negative \(t\) violates this. Lean reaches the same conclusion from the discriminant, which must be nonpositive but equals \(4(r\cdot r)^2\). Hence \(H\varphi=E_1\varphi\).

**Neighbours share their sign.** This is `step` in the code. Let \(\psi(a)\ne0\) and \(H_{ab}\ne0\). If \(\psi(b)=0\), row \(b\) of the eigenvalue equation reads \(\sum_yH_{by}|\psi(y)|=0\). No term is positive, so each one vanishes, including \(H_{ba}|\psi(a)|\), which is a contradiction. So \(\psi(b)\neq0\). Equality of the total energies also forces equality term by term (`h7`). Dividing the \(ab\) term by \(H_{ab}\) gives \(\psi(a)\psi(b)=|\psi(a)||\psi(b)|>0\).

**One sign everywhere.** Start at some \(x\) with \(\psi(x)\neq0\). Induction along the path supplied by `hconn` gives \(\psi(x)\psi(y)>0\) for all \(y\). If \(\chi(g)=-1\) for some \(g\), then \(\psi(gx)=-\psi(x)\), which is impossible. So \(\chi\) is trivial, contrary to assumption.

## Two particles on two sites

Take hopping \(-1\) and an on-site repulsion of 3 when both particles share a site. The configurations are 11, 12, 21 and 22.

The only normalized fermionic state, up to sign, is \((|12\rangle-|21\rangle)/\sqrt2\), with energy 0. Its modulus \(s=(|12\rangle+|21\rangle)/\sqrt2\) also has energy 0, but it is not an eigenvector: hopping couples it to the configurations 11 and 22, where its amplitude is zero. With \(d=(|11\rangle+|22\rangle)/\sqrt2\), the Hamiltonian in the basis \((s,d)\) is
\[
\begin{pmatrix}0&-2\\-2&3\end{pmatrix},
\]
with eigenvalues \(-1\) and \(4\). The remaining bosonic state, \((|11\rangle-|22\rangle)/\sqrt2\), has energy 3. So \(E_1=-1<0=E_\chi\).

## A positive element can reverse the order

`positiveHopping` joins two configurations, exchanged by the group, with the element \(+1\) and has zero diagonal. The energy is \(2\psi(1)\psi(-1)\). The normalized odd state \((1,-1)/\sqrt2\) has energy \(-1\), and the even state \((1,1)/\sqrt2\) has energy \(+1\). The theorem `positiveHopping_violates` records that the odd sector lies strictly lower. This matrix is symmetric, invariant and connected, so those three properties alone do not give the bound. A positive sign does not always reverse the order: in the two-site example above, hopping \(+1\) instead of \(-1\) still gives \(E_1=-1\) and \(E_\chi=0\).
